# A multiple of a finite diagonal matrix is exponentiated by exponentiating its diagonal entries

For a complex number c and a finite diagonal matrix with complex entries d_i, the lemma states that the exponential of c times the matrix is again diagonal, with entries exp(c d_i). If the matrix is a time-independent Hamiltonian written in its energy eigenbasis, c = −it/ħ gives the operator for evolution over a time t, and c = −β, with β = 1/(k_B T), gives the unnormalised Boltzmann operator. The lemma itself requires neither real entries nor a particular c. The attempt moves the scalar inside the diagonal and uses `Matrix.exp_diagonal` to turn the matrix exponential into the exponential of the function i ↦ c d_i. It then compares the diagonals at one index i, where it remains to show that the exponential of a function, evaluated at i, is the exponential of its value there.

The failing Lean file:

```lean
import Mathlib

open Matrix
open scoped Kronecker

namespace ExpSmulDiagonal

noncomputable section

/-- The exponential of a multiple of a diagonal matrix is the diagonal matrix of the exponentials of
its diagonal entries. -/
theorem exp_smul_diagonal {m : Type*} [Fintype m] [DecidableEq m] (c : ℂ) (d : m → ℂ) :
    NormedSpace.exp (c • diagonal d) = diagonal (fun i => Complex.exp (c * d i)) := by
  rw [← Matrix.diagonal_smul, Matrix.exp_diagonal]
  congr 1
  funext i
  rw [Complex.exp_eq_exp_ℂ]
  exact Pi.exp_apply (c • d) i

end

end ExpSmulDiagonal
```

The compiler's answer:

```
Main.lean:18:8: error(lean.unknownIdentifier): Unknown identifier `Pi.exp_apply`
```

What went wrong. The message means that Lean finds nothing called `Pi.exp_apply` at that point in the file. The last step therefore fails on the name, before any question of whether such a lemma would fit the goal.

The repair proves the same step from a more general lemma. `NormedSpace.map_exp` says that a continuous ring homomorphism may be moved through the exponential. Here the homomorphism is `Pi.evalRingHom (fun _ : m => ℂ) i`, which sends a function to its value at i, and `continuous_apply i` supplies its continuity. Applied to `c • d`, the lemma equates the value at i of the function's exponential with the exponential of the function's value at i. That value is `c * d i` by definition, so `exact` accepts the result. The added comment only explains the step.

The repair, with which the file compiles:

```diff
@@ -16,5 +16,6 @@
   funext i
   rw [Complex.exp_eq_exp_ℂ]
-  exact Pi.exp_apply (c • d) i
+  -- evaluation at an index is a continuous ring homomorphism
+  exact NormedSpace.map_exp (Pi.evalRingHom (fun _ : m => ℂ) i) (continuous_apply i) (c • d)
 
 end
```
